# The lattice dispersion sin k has two modes of opposite velocity for 0 < E < 1, while 2 tan(k/2) has one

A chiral channel, such as the edge state of a quantum Hall sample, carries electrons in one direction only. Near the Fermi level it is described by the one-component Dirac operator H = −iħv₀ d/dx, where x is the position along the edge and v₀ > 0 is the channel velocity. Its plane waves exp(ikx) have energy ħv₀k, so there is one mode at every energy and it moves to the right. A transport code that treats this operator by finite differences replaces d/dx by a difference formula on a grid, and the question is whether the discrete model still has one right-moving mode at the Fermi energy or has gained others. The same question arises for a single Dirac cone in two dimensions, as in one-valley models of graphene. The case treated here is the non-interacting, one-component, translation-invariant chain.

## Mode counts and velocities at energy E

Take the grid spacing a as unit of length and ħv₀/a as unit of energy, so that velocities are measured in units of v₀. The wave number k runs over the Brillouin zone (−π, π]. A dispersion is a function ε(k), the modes at energy E are the k in the zone with ε(k) = E, and the group velocity of a mode is v = dε/dk. The continuum channel has ε(k) = k and v = 1.

For the central-difference or naive dispersion ε(k) = sin k and an energy 0 < E < 1, there are exactly two modes, with velocities of equal size and opposite sign:

    k₁ = arcsin E,        v = cos k₁ = +√(1 − E²)
    k₂ = π − arcsin E,    v = cos k₂ = −√(1 − E²)

The condition 0 < E < 1 places the Fermi level strictly inside the upper half of the band of sin k, which covers the energies from −1 to 1.

For the tangent dispersion ε(k) = 2 tan(k/2) and any real E there is exactly one mode, it lies in the open zone (−π, π), and it moves to the right:

    k = 2 arctan(E/2),    v = 1/cos²(k/2) = 1 + E²/4 > 0

## Channel counting in the leads

A scattering calculation for non-interacting electrons that works by mode matching solves for the propagating modes of each lead at the Fermi energy and sorts them into incoming and outgoing by the sign of v. For a one-dimensional chiral lead the intended outcome is one right-mover and no left-mover. With sin k the solver returns in addition the left-mover k₂, the doubler, and a potential that varies on the scale of the grid can scatter k₁ into k₂, which produces a reflection that the continuum channel does not have. With 2 tan(k/2) the clean lead has no left-moving mode at any energy.

The velocities enter the density of states per unit length, which is the sum of 1/(2π|v|) over the modes at E. Both discretisations reproduce v = 1 for the physical mode only as E → 0. The naive velocity √(1 − E²) falls below 1 and the tangent velocity 1 + E²/4 rises above it, and these closed forms are reference values against which a mode solver for a clean chain can be compared.

## From the stencils to the modes

Let ψ(n) be the amplitude on site n. The central difference gives the eigenvalue equation

    −i [ψ(n+1) − ψ(n−1)] / 2 = E ψ(n).

Inserting ψ(n) = exp(ikn) and dividing by exp(ikn),

    −i [exp(ik) − exp(−ik)] / 2 = sin k = E.

Let 0 < E < 1 and let k in (−π, π] solve sin k = E. On −π < k ≤ 0 the sine is at most zero, so E > 0 forces 0 < k ≤ π. The arcsine inverts the sine on [−π/2, π/2]. If k ≤ π/2, then k lies in that interval and

    k = arcsin(sin k) = arcsin E.

If k ≥ π/2, then π − k lies in [0, π/2], and sin(π − k) = sin k = E, so

    π − k = arcsin(sin(π − k)) = arcsin E.

Conversely 0 < arcsin E ≤ π/2, so both arcsin E and π − arcsin E lie in the zone, and both have sine E. The velocity is d(sin k)/dk = cos k. Since cos(arcsin E) = √(1 − E²) and cos(π − x) = −cos x for every x, the velocities are +√(1 − E²) at k₁ and −√(1 − E²) at k₂. For E² < 1 the root is positive, so the two velocities differ, and therefore k₁ ≠ k₂.

The tangent dispersion comes from evaluating the equation midway between two sites, with the difference on the left and the average on the right:

    −i [ψ(n+1) − ψ(n)] = E [ψ(n+1) + ψ(n)] / 2.

Inserting the plane wave and dividing by exp(ikn) exp(ik/2),

    −i [exp(ik/2) − exp(−ik/2)] = E [exp(ik/2) + exp(−ik/2)] / 2,

which is

    2 sin(k/2) = E cos(k/2).

At k = π the left side is 2 and the right side is 0, so the zone edge is a solution for no E. For −π < k < π the half angle k/2 lies in (−π/2, π/2), where the cosine is positive. Division by cos(k/2) is then reversible and gives

    2 tan(k/2) = E.

The arctangent inverts the tangent on (−π/2, π/2), so k/2 = arctan(E/2). Conversely arctan(E/2) lies in (−π/2, π/2) for every E, so k = 2 arctan(E/2) lies in the open zone and solves the equation. The chain rule gives

    d[2 tan(k/2)]/dk = 2 · [1/cos²(k/2)] · (1/2) = 1/cos²(k/2).

On a mode sin(k/2) = (E/2) cos(k/2), hence

    1 = sin²(k/2) + cos²(k/2) = (1 + E²/4) cos²(k/2),

and the velocity is 1 + E²/4.

The midpoint equation is a generalised eigenvalue problem with nearest-neighbour matrices on both sides. Eliminating the average turns it into an ordinary Hamiltonian with dispersion 2 tan(k/2), which is unbounded near k = ±π and so does not come from hopping of finite range. On a ring with an even number of sites the pattern (−1)ⁿ, which is k = π, is annihilated by the average, so the matrix on the right is singular there.

## The Lean file

```lean
import Mathlib

open Real

namespace LatticeDiracDoubling

noncomputable section

/-- The Brillouin zone `(-π, π]` of a chain with unit lattice spacing. -/
def brillouinZone : Set ℝ := Set.Ioc (-π) π

/-- The naive lattice Dirac dispersion `ε(k) = sin k`. -/
def naiveDispersion (k : ℝ) : ℝ := sin k

/-- The tangent dispersion `ε(k) = 2 tan(k/2)`. -/
def tangentDispersion (k : ℝ) : ℝ := 2 * tan (k / 2)

/-- Wave numbers in the Brillouin zone with `sin k = E`. -/
def naiveModes (E : ℝ) : Set ℝ := {k | k ∈ brillouinZone ∧ naiveDispersion k = E}

/-- Wave numbers in the Brillouin zone solving the tangent equation in its pole-free
form `2 sin(k/2) = E cos(k/2)`. -/
def tangentModes (E : ℝ) : Set ℝ :=
  {k | k ∈ brillouinZone ∧ 2 * sin (k / 2) = E * cos (k / 2)}

/-- For `0 < E < 1` the naive modes are `arcsin E` and `π - arcsin E`. -/
theorem naiveModes_eq {E : ℝ} (h0 : 0 < E) (h1 : E < 1) :
    naiveModes E = {arcsin E, π - arcsin E} := by
  have hpi := pi_pos
  have ha0 : 0 < arcsin E := arcsin_pos.mpr h0
  have ha1 : arcsin E ≤ π / 2 := arcsin_le_pi_div_two E
  have hs : sin (arcsin E) = E := sin_arcsin (by linarith) h1.le
  ext k
  simp only [naiveModes, brillouinZone, naiveDispersion, Set.mem_ofPred_eq, Set.mem_Ioc,
    Set.mem_insert_iff, Set.mem_singleton_iff]
  constructor
  · rintro ⟨⟨hl, hu⟩, hk⟩
    -- the sine is nonpositive on the left half of the zone
    have hpos : 0 < k := by
      by_contra hneg
      have := sin_nonpos_of_nonpos_of_neg_pi_le (not_lt.mp hneg) hl.le
      linarith
    rcases le_total k (π / 2) with hc | hc
    · left
      rw [← hk, arcsin_sin (by linarith) hc]
    · right
      -- reflect about `π/2`
      have h : arcsin (sin (π - k)) = π - k := arcsin_sin (by linarith) (by linarith)
      rw [sin_pi_sub, hk] at h
      linarith
  · rintro (hk | hk)
    · rw [hk]
      exact ⟨⟨by linarith, by linarith⟩, hs⟩
    · rw [hk]
      exact ⟨⟨by linarith, by linarith⟩, by rw [sin_pi_sub, hs]⟩

/-- The group velocity of the naive dispersion at wave number `k` is `cos k`. -/
theorem naive_velocity (k : ℝ) : HasDerivAt naiveDispersion (cos k) k :=
  hasDerivAt_sin k

/-- For `0 < E < 1` there are exactly two naive modes, with group velocities
`+√(1 - E²)` and `-√(1 - E²)`, where `√(1 - E²) > 0`. -/
theorem naive_doubling {E : ℝ} (h0 : 0 < E) (h1 : E < 1) :
    ∃ k₁ k₂, k₁ ≠ k₂ ∧ naiveModes E = {k₁, k₂} ∧ 0 < √(1 - E ^ 2) ∧
      cos k₁ = √(1 - E ^ 2) ∧ cos k₂ = -√(1 - E ^ 2) ∧
      HasDerivAt naiveDispersion (√(1 - E ^ 2)) k₁ ∧
      HasDerivAt naiveDispersion (-√(1 - E ^ 2)) k₂ := by
  have hv : 0 < √(1 - E ^ 2) := sqrt_pos.mpr (by nlinarith)
  have c1 : cos (arcsin E) = √(1 - E ^ 2) := cos_arcsin E
  have c2 : cos (π - arcsin E) = -√(1 - E ^ 2) := by rw [cos_pi_sub, c1]
  refine ⟨arcsin E, π - arcsin E, ?_, naiveModes_eq h0 h1, hv, c1, c2, ?_, ?_⟩
  · -- equal wave numbers would have equal velocities
    intro h
    have h2 : cos (arcsin E) = cos (π - arcsin E) := congrArg cos h
    rw [c1, c2] at h2
    linarith
  · exact (naive_velocity _).congr_deriv c1
  · exact (naive_velocity _).congr_deriv c2

/-- A wave number is a tangent mode at energy `E` exactly when it lies in the open zone
`(-π, π)` and `2 tan(k/2) = E`. -/
theorem mem_tangentModes_iff (E k : ℝ) :
    k ∈ tangentModes E ↔ (-π < k ∧ k < π) ∧ tangentDispersion k = E := by
  simp only [tangentModes, brillouinZone, tangentDispersion, Set.mem_ofPred_eq, Set.mem_Ioc]
  constructor
  · rintro ⟨⟨hl, hu⟩, hk⟩
    -- the zone edge is the pole and solves the equation for no finite energy
    have hne : k ≠ π := by
      intro h
      rw [h, sin_pi_div_two, cos_pi_div_two] at hk
      linarith
    have hlt : k < π := lt_of_le_of_ne hu hne
    have hc : 0 < cos (k / 2) := cos_pos_of_mem_Ioo ⟨by linarith, by linarith⟩
    refine ⟨⟨hl, hlt⟩, ?_⟩
    rw [tan_eq_sin_div_cos, ← mul_div_assoc, div_eq_iff hc.ne']
    exact hk
  · rintro ⟨⟨hl, hu⟩, hk⟩
    have hc : 0 < cos (k / 2) := cos_pos_of_mem_Ioo ⟨by linarith, by linarith⟩
    rw [tan_eq_sin_div_cos, ← mul_div_assoc, div_eq_iff hc.ne'] at hk
    exact ⟨⟨hl, hu.le⟩, hk⟩

/-- At every real energy `E` the only tangent mode is `2 arctan(E/2)`. -/
theorem tangentModes_eq (E : ℝ) : tangentModes E = {2 * arctan (E / 2)} := by
  ext k
  rw [mem_tangentModes_iff, Set.mem_singleton_iff]
  unfold tangentDispersion
  constructor
  · rintro ⟨⟨hl, hu⟩, hk⟩
    have h : arctan (tan (k / 2)) = k / 2 := arctan_tan (by linarith) (by linarith)
    have ht : tan (k / 2) = E / 2 := by linarith
    rw [ht] at h
    linarith
  · intro hk
    have hl := neg_pi_div_two_lt_arctan (E / 2)
    have hu := arctan_lt_pi_div_two (E / 2)
    have hh : k / 2 = arctan (E / 2) := by linarith
    refine ⟨⟨by linarith, by linarith⟩, ?_⟩
    rw [hh, tan_arctan]
    ring

/-- In the open zone `(-π, π)` the group velocity of the tangent dispersion is
`1 / cos²(k/2)`. -/
theorem tangent_velocity {k : ℝ} (hl : -π < k) (hu : k < π) :
    HasDerivAt tangentDispersion (1 / cos (k / 2) ^ 2) k := by
  have hc : 0 < cos (k / 2) := cos_pos_of_mem_Ioo ⟨by linarith, by linarith⟩
  have hin : HasDerivAt (fun x : ℝ => x / 2) (1 / 2) k := (hasDerivAt_id k).div_const 2
  have ht : HasDerivAt (fun x : ℝ => tan (x / 2)) (1 / cos (k / 2) ^ 2 * (1 / 2)) k :=
    HasDerivAt.comp k (h₂ := tan) (h := fun x : ℝ => x / 2) (hasDerivAt_tan hc.ne') hin
  have h2 : HasDerivAt (fun x : ℝ => 2 * tan (x / 2))
      (2 * (1 / cos (k / 2) ^ 2 * (1 / 2))) k := ht.const_mul 2
  exact h2.congr_deriv (by ring)

/-- A tangent mode at energy `E` has group velocity `1 + E²/4`. -/
theorem tangent_mode_velocity {E k : ℝ} (hk : k ∈ tangentModes E) :
    HasDerivAt tangentDispersion (1 + E ^ 2 / 4) k := by
  obtain ⟨⟨hl, hu⟩, -⟩ := (mem_tangentModes_iff E k).mp hk
  have heq : 2 * sin (k / 2) = E * cos (k / 2) := hk.2
  have hc : 0 < cos (k / 2) := cos_pos_of_mem_Ioo ⟨by linarith, by linarith⟩
  have hsc := sin_sq_add_cos_sq (k / 2)
  refine (tangent_velocity hl hu).congr_deriv ?_
  -- `1 = sin² + cos² = (1 + E²/4) cos²` on the mode
  rw [div_eq_iff (pow_pos hc 2).ne']
  linear_combination -hsc + (2 * sin (k / 2) + E * cos (k / 2)) / 4 * heq

/-- For `0 < E < 1` the naive dispersion has exactly two modes in the Brillouin zone, with
group velocities `cos k` of opposite sign, while the tangent dispersion has exactly one
mode, with positive group velocity. -/
theorem doubling_versus_tangent {E : ℝ} (h0 : 0 < E) (h1 : E < 1) :
    (∃ k₁ k₂, k₁ ≠ k₂ ∧ naiveModes E = {k₁, k₂} ∧
      HasDerivAt naiveDispersion (cos k₁) k₁ ∧ HasDerivAt naiveDispersion (cos k₂) k₂ ∧
      0 < cos k₁ ∧ cos k₂ < 0) ∧
    (∃ k v, tangentModes E = {k} ∧ tangentDispersion k = E ∧
      HasDerivAt tangentDispersion v k ∧ 0 < v) := by
  constructor
  · obtain ⟨k₁, k₂, hne, hset, hv, c1, c2, -, -⟩ := naive_doubling h0 h1
    exact ⟨k₁, k₂, hne, hset, naive_velocity k₁, naive_velocity k₂,
      by linarith, by linarith⟩
  · have hmem : 2 * arctan (E / 2) ∈ tangentModes E := by
      rw [tangentModes_eq]
      exact Set.mem_singleton _
    exact ⟨2 * arctan (E / 2), 1 + E ^ 2 / 4, tangentModes_eq E,
      ((mem_tangentModes_iff E _).mp hmem).2, tangent_mode_velocity hmem, by positivity⟩

end

end LatticeDiracDoubling
```
```lean
#print axioms LatticeDiracDoubling.doubling_versus_tangent
```

```
'LatticeDiracDoubling.doubling_versus_tangent' depends on axioms: [propext, Classical.choice, Quot.sound]
```

## How the definitions encode modes and velocities

Wave numbers and energies are real numbers in the units fixed above. `brillouinZone` is `Set.Ioc (-π) π`, the half-open interval that counts the zone edge once, at k = π. `naiveDispersion` and `tangentDispersion` are the two functions ε(k), taken as definitions. `naiveModes E` is the set of k in the zone with sin k = E. `tangentModes E` is the set of k in the same half-open zone with `2 * sin (k / 2) = E * cos (k / 2)`, the equation that the midpoint stencil gives before any division. This form matters at the pole: Mathlib's `tan` takes the value 0 at π/2, so a definition through `tangentDispersion k = E` on the half-open zone would admit a spurious mode k = π at E = 0.

A group velocity is expressed as `HasDerivAt ε v k`, read as: ε is differentiable at k and its derivative there is v. Derivatives on the real line are unique, so such a statement fixes v. A mode count is expressed as an equality of sets. The equation `naiveModes E = {k₁, k₂}` together with `k₁ ≠ k₂` says that both points are modes, that there are no others, and that they are two different points.

The main theorem `doubling_versus_tangent` assumes `h0 : 0 < E` and `h1 : E < 1` and has two parts. The first gives distinct k₁ and k₂ that make up the set of naive modes, states that the derivative of the naive dispersion at each is `cos k₁` and `cos k₂`, and gives the signs `0 < cos k₁` and `cos k₂ < 0`. The second gives a wave number k and a velocity v such that `tangentModes E = {k}`, the tangent dispersion takes the value E at k, its derivative there is v, and `0 < v`. The main theorem records only signs. The explicit positions and values are in the supporting theorems: `naiveModes_eq` and `naive_doubling` for sin k, both under 0 < E < 1, and `tangentModes_eq` and `tangent_mode_velocity` for the tangent, both for arbitrary real E.

## The lemmas against the steps above

`naiveModes_eq` proves the set equality in two directions. Going forward, `hpos` excludes the left half of the zone with `sin_nonpos_of_nonpos_of_neg_pi_le`, and `le_total k (π / 2)` makes the split at π/2. In the first case `arcsin_sin` is applied to k. In the second it is applied to π − k, and `sin_pi_sub` replaces sin(π − k) by sin k, which equals E. Going back, the bounds `ha0` and `ha1` on arcsin E put both candidates in the zone and `hs` supplies sin(arcsin E) = E.

`naive_velocity` is the derivative of the sine. In `naive_doubling`, `hv` is the positivity of √(1 − E²), which is where the strict bound E < 1 is used, and `c1` and `c2` evaluate the cosines through `cos_arcsin` and `cos_pi_sub`. Distinctness follows the argument by velocities: k₁ = k₂ would give √(1 − E²) = −√(1 − E²), against `hv`.

`mem_tangentModes_iff` is the division step. It states that k is a tangent mode exactly when −π < k < π and 2 tan(k/2) = E. Here `hne` substitutes k = π and reaches 2 = 0, `hc` is the positivity of cos(k/2) in the open zone, and `div_eq_iff` passes between the quotient and the product form in both directions. `tangentModes_eq` then inverts the tangent with `arctan_tan` for uniqueness, and uses the two bounds on the arctangent and `tan_arctan` for existence.

`tangent_velocity` is the chain rule: `hin` is the derivative 1/2 of k/2, `hasDerivAt_tan` gives the outer derivative where the cosine is nonzero, and `const_mul 2` restores the prefactor. `tangent_mode_velocity` must show 1 = (1 + E²/4) cos²(k/2). With s = sin(k/2) and c = cos(k/2), the mode equation 2s = Ec multiplied by (2s + Ec)/4 gives

    s² − E²c²/4 = 0,

and subtracting s² + c² = 1 from it yields the claim, which is the combination passed to `linear_combination`. The main theorem takes k₁ and k₂ from `naive_doubling`, reads the signs off `c1`, `c2` and `hv`, and supplies 2 arctan(E/2) and 1 + E²/4 as the tangent mode and its velocity.

## Two fixed dispersions on a clean infinite chain

The theorems establish the number of real solutions and the derivatives for two given functions of a continuous wave number. A code whose clean lead has one of these dispersions, in these units and with this zone convention, can take the mode positions and velocities as exact. The wave number is real throughout, so evanescent solutions with complex k are not counted. There is no finite ring with its discrete set of k, no spinor structure, no second dimension, no mass term, no disorder and no interaction. For sin k the theorems count the modes only for 0 < E < 1. The passage from stencil to dispersion, the remarks on scattering, locality and even rings, and the negative-energy case below rest on ordinary argument alone and correspond to no theorem in the file.

Fermion doubling is associated with the Nielsen–Ninomiya no-go theorem, a statement about whole classes of local lattice Hamiltonians. The result here is an explicit solution of two equations and makes no claim about any other discretisation. The general mechanism is visible in it, since a continuous periodic ε(k) that rises through E has to come back down through E within the zone, whereas 2 tan(k/2) rises throughout (−π, π) and returns through its pole.

## Negative energies

The argument for sin k carries over to −1 < E < 0 by reflection. The sine is odd and the cosine is even, the map k → −k sends (−π, π) onto itself, and k = π has sine 0 and is not a mode. The modes at E are therefore the negatives of the modes at −E:

    k₁ = arcsin E,         v = +√(1 − E²)
    k₂ = −π − arcsin E,    v = −√(1 − E²)

The doubler now sits in the left half of the zone, so the formula π − arcsin E, which exceeds π for negative E, has to be shifted by −2π. On the tangent side no extension is needed, because `tangentModes_eq` and `tangent_mode_velocity` already hold for every real E.
